# Started with overlap on the lowest and highest of its positive levels, Crank–Nicolson relaxation reaches a non-degenerate ground state exactly when \(h^2E_gE_t<4\)

## Both amplitudes shrink, so why does the upper level win?

I treat a Crank–Nicolson run in imaginary time as a sequence of unnormalised states \(\psi_n\) obeying

\[
\left(1+\tfrac h2H\right)\psi_{n+1}=\left(1-\tfrac h2H\right)\psi_n ,
\]

and I judge it by the normalised population of the ground state. My test system has levels 1 and 3, in units with \(\hbar=1\). With step \(h=1\) it relaxes to the ground state. With \(h=4\) it goes to the upper level, although both amplitudes still shrink at every step. If the scheme damps everything at any step length, what limits \(h\)? Is it the highest energy alone?

## The limit is set by the product of the lowest and highest energies

The normalised population is the right quantity to judge by, because with positive levels every \(\psi_n\) shrinks towards zero and only the relative damping matters. Rescaling the state after each step changes nothing, since the update is linear.

Let \(\varphi_k\) be orthonormal eigenvectors of \(H\) with energies \(E_k>0\), let \(g\) label the non-degenerate ground level and \(t\ne g\) a highest level, and write \(c_k(n)=\langle\varphi_k,\psi_n\rangle\). Expanding a state \(x\) in the eigenbasis gives \(\langle\varphi_k,Hx\rangle=E_k\langle\varphi_k,x\rangle\). Projecting the update rule on \(\varphi_k\) therefore gives

\[
\left(1+\tfrac{hE_k}2\right)c_k(n+1)=\left(1-\tfrac{hE_k}2\right)c_k(n),
\]

\[
c_k(n)=q(E_k)^n c_k(0),\qquad q(E)=\frac{1-hE/2}{1+hE/2}.
\]

As \(E\) grows, \(q(E)\) falls from 1 through zero towards \(-1\), so a very high level is hardly damped at all. To compare two energies \(a<b\), set \(u=ha/2\) and \(v=hb/2\). The difference of squares in the numerator factorises:

\[
\begin{aligned}
q(a)^2-q(b)^2&=\frac{[(1-u)(1+v)]^2-[(1+u)(1-v)]^2}{(1+u)^2(1+v)^2}\\
&=\frac{4(v-u)(1-uv)}{(1+u)^2(1+v)^2}.
\end{aligned}
\]

Since \(v>u\), the higher level is damped more strongly exactly when \(uv<1\), that is, \(h^2ab<4\). For \(a=E_g\) the strictest case is \(b=E_t\), so the ground level is damped least exactly when \(h^2E_gE_t<4\).

Now suppose that \(c_g(0)\) and \(c_t(0)\) are nonzero, and let \(p_n=|c_g(n)|^2/\|\psi_n\|^2\). Below the bound, \(|q(E_g)|>|q(E_t)|\ge0\), so we may divide by \(q(E_g)\):

\[
\frac1{p_n}=\sum_k\frac{|c_k(0)|^2}{|c_g(0)|^2}\left(\frac{q(E_k)^2}{q(E_g)^2}\right)^n .
\]

The term \(k=g\) equals 1 and all others tend to zero, so \(p_n\to1\).

At or above the bound, \(q(E_g)^2\le q(E_t)^2\). With \(A=|c_g(0)|^2\) and \(B=|c_t(0)|^2\),

\[
\|\psi_n\|^2\ge A\,q(E_g)^{2n}+B\,q(E_t)^{2n}\ge(A+B)\,q(E_g)^{2n},
\]

hence \(p_n\le A/(A+B)<1\) for every \(n\), and the population cannot tend to 1. Strictly above the bound, keeping only the top level in the norm gives \(p_n\le(A/B)\,(q(E_g)^2/q(E_t)^2)^n\to0\).

In your system the condition is \(3h^2<4\). At \(h=1\) the factors are \(1/3\) and \(-1/5\); at \(h=4\) they are \(-1/3\) and \(-5/7\), and the upper level wins.

### What the Lean statement says

In `relaxes_to_ground_iff`, `V` is a complex inner product space with an orthonormal basis `b` indexed by a finite type, so the dimension is finite. The hypothesis `hH` says that `b k` is an eigenvector of `H` with real energy `E k`. `IsRelaxation` is the implicit equation itself, `factor h E` is \(q(E)\), and `population` is the squared overlap divided by the squared norm.

The hypotheses `hg` and `gap` make the ground level positive and non-degenerate, `top` and `htg` make `t` a highest level other than `g`, and `cg` and `ct` are the two initial overlaps. Excited levels may be degenerate. The conclusion is that the population of `b g` tends to 1 if and only if `h ^ 2 * E g * E t < 4`.

The comparison of damping factors is a separate theorem, `ground_least_damped_iff`. The two results for large steps, `population_le` and `population_tendsto_zero`, hold for any pair of positive levels \(E_g<E_t\), provided that the initial state overlaps `t`.

For ground-state searches with a fixed linear Hamiltonian in a finite basis, this means that stability alone does not justify a long step. The theorem assumes that each implicit equation is solved exactly; it does not treat nonlinear mean-field equations or a ground energy at or below zero.

Overlap with the ground state alone is not enough for the equivalence. Take levels 1 and 3, \(h=4\) and \(\psi_0=\varphi_g\). Then \(\psi_n=(-1/3)^n\varphi_g\) has ground-state population 1 at every step, although \(h^2E_gE_t=48\).

```lean
import Mathlib

open Filter Topology

namespace CrankNicolsonRelaxation

noncomputable section

variable {ι V : Type*} [Fintype ι] [NormedAddCommGroup V] [InnerProductSpace ℂ V]

/-- The factor by which one Crank-Nicolson imaginary-time step of length `h` multiplies the
amplitude of a level of energy `E`; its domain is `1 + h E / 2 ≠ 0`. -/
def factor (h E : ℝ) : ℝ := (1 - h * E / 2) / (1 + h * E / 2)

/-- The states `ψ n` follow the Crank-Nicolson rule in imaginary time,
`(1 + h H / 2) ψ (n + 1) = (1 - h H / 2) ψ n`. -/
def IsRelaxation (H : V →ₗ[ℂ] V) (h : ℝ) (ψ : ℕ → V) : Prop :=
  ∀ n, ψ (n + 1) + ((h : ℂ) / 2) • H (ψ (n + 1)) = ψ n - ((h : ℂ) / 2) • H (ψ n)

/-- The population of the unit vector `φ` in the state `x`, normalised by the norm of `x`;
its domain is `x ≠ 0`. -/
def population (φ x : V) : ℝ := ‖inner ℂ φ x‖ ^ 2 / ‖x‖ ^ 2

/-- For a positive step and positive energies, the difference of two squared damping factors
factorises. -/
theorem factor_sq_sub {h a b : ℝ} (hh : 0 < h) (ha : 0 < a) (hb : 0 < b) :
    factor h a ^ 2 - factor h b ^ 2 =
      4 * (h * b / 2 - h * a / 2) * (1 - h * a / 2 * (h * b / 2)) /
        ((1 + h * a / 2) ^ 2 * (1 + h * b / 2) ^ 2) := by
  have h1 : (1 + h * a / 2) ^ 2 ≠ 0 := by positivity
  have h2 : (1 + h * b / 2) ^ 2 ≠ 0 := by positivity
  unfold factor
  rw [div_pow, div_pow, div_sub_div _ _ h1 h2]
  congr 1
  ring

/-- For a positive step, the higher of two positive levels `a < b` is damped more strongly
exactly when `h² a b < 4`. -/
theorem factor_lt_iff {h a b : ℝ} (hh : 0 < h) (ha : 0 < a) (hab : a < b) :
    |factor h b| < |factor h a| ↔ h ^ 2 * a * b < 4 := by
  have hb : 0 < b := ha.trans hab
  have hp : 0 < 4 * (h * b / 2 - h * a / 2) := by nlinarith [mul_pos hh (sub_pos.2 hab)]
  rw [← sq_lt_sq, ← sub_pos (a := factor h a ^ 2), factor_sq_sub hh ha hb,
    div_pos_iff_of_pos_right (by positivity), mul_pos_iff_of_pos_left hp]
  constructor <;> intro _ <;> nlinarith

/-- For a positive step and a positive, non-degenerate ground level `g`, every other level is
damped more strongly than `g` exactly when `h² E_g E_t < 4`, where `t ≠ g` is a highest level. -/
theorem ground_least_damped_iff {κ : Type*} {E : κ → ℝ} {g t : κ} {h : ℝ} (hh : 0 < h)
    (hg : 0 < E g) (gap : ∀ k, k ≠ g → E g < E k) (top : ∀ k, E k ≤ E t) (htg : t ≠ g) :
    (∀ k, k ≠ g → |factor h (E k)| < |factor h (E g)|) ↔ h ^ 2 * E g * E t < 4 := by
  constructor
  · intro H
    exact (factor_lt_iff hh hg (gap t htg)).1 (H t htg)
  · intro H k hk
    refine (factor_lt_iff hh hg (gap k hk)).2 (lt_of_le_of_lt ?_ H)
    exact mul_le_mul_of_nonneg_left (top k) (by positivity)

/-- Along a relaxation with positive step, the amplitude of an eigenstate of positive energy is
multiplied by its damping factor at every step. -/
theorem amplitude_eq {H : V →ₗ[ℂ] V} {b : OrthonormalBasis ι ℂ V} {E : ι → ℝ} {h : ℝ}
    {ψ : ℕ → V} (hH : ∀ k, H (b k) = (E k : ℂ) • b k) (hψ : IsRelaxation H h ψ)
    (hh : 0 < h) {k : ι} (hk : 0 < E k) (n : ℕ) :
    inner ℂ (b k) (ψ n) = (factor h (E k) : ℂ) ^ n * inner ℂ (b k) (ψ 0) := by
  classical
  -- projecting `H x` on an eigenvector gives the energy times the amplitude
  have proj : ∀ x, inner ℂ (b k) (H x) = (E k : ℂ) * inner ℂ (b k) x := by
    intro x
    conv_lhs => rw [← b.sum_repr' x]
    simp only [map_sum, map_smul, hH, inner_sum, inner_smul_right,
      orthonormal_iff_ite.mp b.orthonormal, mul_ite, mul_one, mul_zero,
      Finset.sum_ite_eq, Finset.mem_univ, if_true]
    ring
  have hd : 1 + h * E k / 2 ≠ 0 := by positivity
  have hdc : (1 + h * E k / 2 : ℂ) ≠ 0 := by exact_mod_cast hd
  have e : (factor h (E k) : ℂ) * (1 + h * E k / 2) = 1 - h * E k / 2 := by
    have e' : factor h (E k) * (1 + h * E k / 2) = 1 - h * E k / 2 := div_mul_cancel₀ _ hd
    exact_mod_cast e'
  induction n with
  | zero => simp
  | succ n ih =>
    have s := congrArg (fun x => inner ℂ (b k) x) (hψ n)
    simp only [inner_add_right, inner_sub_right, inner_smul_right, proj] at s
    apply mul_left_cancel₀ hdc
    linear_combination s + (1 - h * E k / 2 : ℂ) * ih
      - (factor h (E k) : ℂ) ^ n * inner ℂ (b k) (ψ 0) * e

private theorem weight_eq {H : V →ₗ[ℂ] V} {b : OrthonormalBasis ι ℂ V} {E : ι → ℝ} {h : ℝ}
    {ψ : ℕ → V} (hH : ∀ k, H (b k) = (E k : ℂ) • b k) (hψ : IsRelaxation H h ψ)
    (hh : 0 < h) {k : ι} (hk : 0 < E k) (n : ℕ) :
    ‖inner ℂ (b k) (ψ n)‖ ^ 2 = ‖inner ℂ (b k) (ψ 0)‖ ^ 2 * (factor h (E k) ^ 2) ^ n := by
  have e : (|factor h (E k)| ^ n) ^ 2 = (|factor h (E k)| ^ 2) ^ n := by ring
  rw [sq_abs] at e
  rw [amplitude_eq hH hψ hh hk n, norm_mul, norm_pow, Complex.norm_real, Real.norm_eq_abs,
    mul_pow, e, mul_comm]

private theorem norm_sq_eq (b : OrthonormalBasis ι ℂ V) (x : V) :
    ‖x‖ ^ 2 = ∑ k, ‖inner ℂ (b k) x‖ ^ 2 := by
  rw [← b.repr.norm_map x, EuclideanSpace.norm_sq_eq]
  simp only [b.repr_apply_apply]

private theorem pair_le (b : OrthonormalBasis ι ℂ V) {g t : ι} (hgt : g ≠ t) (x : V) :
    ‖inner ℂ (b g) x‖ ^ 2 + ‖inner ℂ (b t) x‖ ^ 2 ≤ ‖x‖ ^ 2 := by
  classical
  rw [norm_sq_eq b x, ← Finset.sum_pair (f := fun k => ‖inner ℂ (b k) x‖ ^ 2) hgt]
  exact Finset.sum_le_sum_of_subset_of_nonneg (Finset.subset_univ _)
    (fun _ _ _ => sq_nonneg _)

/-- Let `0 < E_g < E_t`, `h > 0` and `h² E_g E_t ≥ 4`, and let the initial state overlap level `t`.
Then the population of `g` never exceeds the initial share of `g` within the pair `g`, `t`. -/
theorem population_le {H : V →ₗ[ℂ] V} {b : OrthonormalBasis ι ℂ V} {E : ι → ℝ} {h : ℝ}
    {ψ : ℕ → V} {g t : ι} (hH : ∀ k, H (b k) = (E k : ℂ) • b k) (hψ : IsRelaxation H h ψ)
    (hh : 0 < h) (hg : 0 < E g) (hgt : E g < E t) (big : 4 ≤ h ^ 2 * E g * E t)
    (ct : inner ℂ (b t) (ψ 0) ≠ 0) (n : ℕ) :
    population (b g) (ψ n) ≤ ‖inner ℂ (b g) (ψ 0)‖ ^ 2 /
      (‖inner ℂ (b g) (ψ 0)‖ ^ 2 + ‖inner ℂ (b t) (ψ 0)‖ ^ 2) := by
  have hne : g ≠ t := fun e => by simp [e] at hgt
  have two := pair_le b hne (ψ n)
  have hq : |factor h (E g)| ≤ |factor h (E t)| :=
    not_lt.1 fun l => absurd ((factor_lt_iff hh hg hgt).1 l) (not_lt.2 big)
  have hxy := pow_le_pow_left₀ (sq_nonneg _) (sq_le_sq.2 hq) n
  have hB : 0 < ‖inner ℂ (b t) (ψ 0)‖ ^ 2 := pow_pos (norm_pos_iff.2 ct) 2
  have hA : 0 ≤ ‖inner ℂ (b g) (ψ 0)‖ ^ 2 := sq_nonneg _
  rw [weight_eq hH hψ hh hg n, weight_eq hH hψ hh (hg.trans hgt) n] at two
  unfold population
  rw [weight_eq hH hψ hh hg n]
  rcases (sq_nonneg ‖ψ n‖).eq_or_lt with h0 | h0
  · rw [← h0, div_zero]
    positivity
  · rw [div_le_div_iff₀ h0 (by linarith)]
    have h1 := mul_le_mul_of_nonneg_left hxy hB.le
    have h2 := mul_le_mul_of_nonneg_left (two.trans' (add_le_add le_rfl h1)) hA
    linarith

/-- Let `0 < E_g < E_t`, `h > 0` and `h² E_g E_t > 4`, and let the initial state overlap level `t`.
Then the population of `g` tends to zero. -/
theorem population_tendsto_zero {H : V →ₗ[ℂ] V} {b : OrthonormalBasis ι ℂ V} {E : ι → ℝ}
    {h : ℝ} {ψ : ℕ → V} {g t : ι} (hH : ∀ k, H (b k) = (E k : ℂ) • b k)
    (hψ : IsRelaxation H h ψ) (hh : 0 < h) (hg : 0 < E g) (hgt : E g < E t)
    (big : 4 < h ^ 2 * E g * E t) (ct : inner ℂ (b t) (ψ 0) ≠ 0) :
    Tendsto (fun n => population (b g) (ψ n)) atTop (𝓝 0) := by
  have ht := hg.trans hgt
  have hne : g ≠ t := fun e => by simp [e] at hgt
  have hp : 0 < 4 * (h * E t / 2 - h * E g / 2) := by
    nlinarith [mul_pos hh (sub_pos.2 hgt)]
  have hlt : factor h (E g) ^ 2 < factor h (E t) ^ 2 := by
    rw [← sub_neg, factor_sq_sub hh hg ht]
    exact div_neg_of_neg_of_pos (mul_neg_of_pos_of_neg hp (by nlinarith)) (by positivity)
  have hy : 0 < factor h (E t) ^ 2 := lt_of_le_of_lt (sq_nonneg _) hlt
  have hB : 0 < ‖inner ℂ (b t) (ψ 0)‖ ^ 2 := pow_pos (norm_pos_iff.2 ct) 2
  have lim := (tendsto_pow_atTop_nhds_zero_of_lt_one (div_nonneg (sq_nonneg _) hy.le)
    ((div_lt_one hy).2 hlt)).const_mul
      (‖inner ℂ (b g) (ψ 0)‖ ^ 2 / ‖inner ℂ (b t) (ψ 0)‖ ^ 2)
  rw [mul_zero] at lim
  refine squeeze_zero (fun n => div_nonneg (sq_nonneg _) (sq_nonneg _)) (fun n => ?_) lim
  -- the norm is at least the contribution of level `t`
  have low := (le_add_of_nonneg_left (sq_nonneg _)).trans (pair_le b hne (ψ n))
  rw [weight_eq hH hψ hh ht n] at low
  unfold population
  rw [weight_eq hH hψ hh hg n, div_pow, ← mul_div_mul_comm]
  exact div_le_div_of_nonneg_left (by positivity) (mul_pos hB (pow_pos hy n)) low

/-- Let `h > 0`, let the ground level `g` be positive and non-degenerate, let `t ≠ g` be a highest
level, and let the initial state overlap both. Then Crank-Nicolson relaxation drives the
ground-state population to one exactly when `h² E_g E_t < 4`. -/
theorem relaxes_to_ground_iff {H : V →ₗ[ℂ] V} {b : OrthonormalBasis ι ℂ V} {E : ι → ℝ}
    {h : ℝ} {ψ : ℕ → V} {g t : ι} (hH : ∀ k, H (b k) = (E k : ℂ) • b k)
    (hψ : IsRelaxation H h ψ) (hh : 0 < h) (hg : 0 < E g)
    (gap : ∀ k, k ≠ g → E g < E k) (top : ∀ k, E k ≤ E t) (htg : t ≠ g)
    (cg : inner ℂ (b g) (ψ 0) ≠ 0) (ct : inner ℂ (b t) (ψ 0) ≠ 0) :
    Tendsto (fun n => population (b g) (ψ n)) atTop (𝓝 1) ↔ h ^ 2 * E g * E t < 4 := by
  classical
  have hA : 0 < ‖inner ℂ (b g) (ψ 0)‖ ^ 2 := pow_pos (norm_pos_iff.2 cg) 2
  have hB : 0 < ‖inner ℂ (b t) (ψ 0)‖ ^ 2 := pow_pos (norm_pos_iff.2 ct) 2
  constructor
  · intro lim
    by_contra big
    have h1 := le_of_tendsto' lim
      (population_le hH hψ hh hg (gap t htg) (not_lt.1 big) ct)
    exact absurd h1 (not_le.2 ((div_lt_one (by linarith)).2 (by linarith)))
  · intro small
    have dom := (ground_least_damped_iff hh hg gap top htg).2 small
    have hx : 0 < factor h (E g) ^ 2 :=
      lt_of_le_of_lt (sq_nonneg _) (sq_lt_sq.2 (dom t htg))
    have pos : ∀ k, 0 < E k := fun k => by
      by_cases hk : k = g
      · rw [hk]; exact hg
      · exact hg.trans (gap k hk)
    -- the inverse population is a sum of geometric sequences
    have form : ∀ n, population (b g) (ψ n) =
        (∑ k, ‖inner ℂ (b k) (ψ 0)‖ ^ 2 / ‖inner ℂ (b g) (ψ 0)‖ ^ 2 *
          (factor h (E k) ^ 2 / factor h (E g) ^ 2) ^ n)⁻¹ := by
      intro n
      unfold population
      rw [norm_sq_eq b (ψ n), ← inv_div, Finset.sum_div]
      congr 1
      refine Finset.sum_congr rfl fun k _ => ?_
      rw [weight_eq hH hψ hh (pos k) n, weight_eq hH hψ hh hg n, div_pow, mul_div_mul_comm]
    have lim : Tendsto (fun n : ℕ => ∑ k, ‖inner ℂ (b k) (ψ 0)‖ ^ 2 /
        ‖inner ℂ (b g) (ψ 0)‖ ^ 2 * (factor h (E k) ^ 2 / factor h (E g) ^ 2) ^ n)
        atTop (𝓝 (∑ k, if k = g then (1 : ℝ) else 0)) := by
      refine tendsto_finsetSum _ fun k _ => ?_
      by_cases hk : k = g
      · subst hk
        simp only [div_self hA.ne', div_self hx.ne', one_pow, mul_one, if_true]
        exact tendsto_const_nhds
      · rw [if_neg hk]
        have l := (tendsto_pow_atTop_nhds_zero_of_lt_one (div_nonneg (sq_nonneg _) hx.le)
          ((div_lt_one hx).2 (sq_lt_sq.2 (dom k hk)))).const_mul
            (‖inner ℂ (b k) (ψ 0)‖ ^ 2 / ‖inner ℂ (b g) (ψ 0)‖ ^ 2)
        rw [mul_zero] at l
        exact l
    rw [Finset.sum_ite_eq' Finset.univ g, if_pos (Finset.mem_univ g)] at lim
    have l := lim.inv₀ one_ne_zero
    rw [inv_one] at l
    exact l.congr fun n => (form n).symm

/-- The Hamiltonian of a two-level system with energies 1 and 3. -/
def twoLevel : EuclideanSpace ℂ (Fin 2) →ₗ[ℂ] EuclideanSpace ℂ (Fin 2) where
  toFun x := !₂[x 0, 3 * x 1]
  map_add' x y := by
    ext i
    fin_cases i <;> simp
    ring
  map_smul' c x := by
    ext i
    fin_cases i <;> simp
    ring

/-- The two-level states with amplitudes `(1/3)ⁿ` and `(-1/5)ⁿ`. -/
def twoLevelState (n : ℕ) : EuclideanSpace ℂ (Fin 2) := !₂[(1 / 3) ^ n, (-1 / 5) ^ n]

/-- The standard basis diagonalises the two-level Hamiltonian with energies 1 and 3, the states
`twoLevelState` follow the Crank-Nicolson rule with `h = 1`, and the first overlaps both levels. -/
theorem relaxation_witness :
    (∀ k, twoLevel (EuclideanSpace.basisFun (Fin 2) ℂ k) =
      (((![1, 3] : Fin 2 → ℝ) k : ℝ) : ℂ) • EuclideanSpace.basisFun (Fin 2) ℂ k) ∧
    IsRelaxation twoLevel 1 twoLevelState ∧
    ∀ k, inner ℂ (EuclideanSpace.basisFun (Fin 2) ℂ k) (twoLevelState 0) ≠ 0 := by
  refine ⟨fun k => ?_, fun n => ?_, fun k => ?_⟩
  · ext i
    fin_cases k <;> fin_cases i <;> simp [twoLevel]
  · ext i
    fin_cases i <;> simp [twoLevel, twoLevelState, pow_succ] <;> ring
  · fin_cases k <;> simp [twoLevelState, EuclideanSpace.inner_single_left]

end

end CrankNicolsonRelaxation
```

```lean
#print axioms CrankNicolsonRelaxation.population_tendsto_zero
-- 'CrankNicolsonRelaxation.population_tendsto_zero' depends on axioms: [propext, Classical.choice, Quot.sound]
#print axioms CrankNicolsonRelaxation.relaxes_to_ground_iff
-- 'CrankNicolsonRelaxation.relaxes_to_ground_iff' depends on axioms: [propext, Classical.choice, Quot.sound]
```

### From the factorisation to the limit in Lean

`factor_sq_sub` puts the two squares over a common denominator and lets `ring` check the numerator. `factor_lt_iff` turns absolute values into squares and removes the positive factors, which leaves the sign of \(1-uv\). `ground_least_damped_iff` then uses \(E_k\le E_t\).

`amplitude_eq` first proves the projection identity `proj`. Its induction on `n` cancels \(1+hE_k/2\), and `linear_combination` assembles the projected update rule and the induction hypothesis. `weight_eq` squares the result, `norm_sq_eq` writes the squared norm as a sum over levels, and `pair_le` keeps two of its terms.

These give the bound in `population_le`, while `population_tendsto_zero` squeezes the population between zero and a geometric sequence. In the main theorem, a limit of 1 at or above the bound would contradict `population_le`. For the converse, `form` is the formula for \(1/p_n\), inverted; the limit is taken term by term in the finite sum, and `lim.inv₀` returns to the population.

Finally, `relaxation_witness` gives your \(h=1\) run as an explicit trajectory that starts from the unnormalised vector \((1,1)\). Its normalised ground-state population is \(1/(1+(9/25)^n)\), which is \(1/2\) at the start and \(25/34\) after one step.
